# Third-order ground-state energies of a four-level model, summed over one, two and three excited states

The theorem `model_values` concerns a four-level model with its ground state at energy 0, three excited states at energy 1, and a real symmetric perturbation whose ground-state diagonal element is zero. It states that the third-order Rayleigh–Schrödinger correction to the ground-state energy is 1, -1 and 0 when the sums run over the first one, the first two and all three excited states. Each first-order amplitude is -1, so each correction is just the sum of the perturbation's matrix elements among the states included. The attempt splits the claim into its three equations and gives each to `norm_num`, with the definitions and the lemma `Finset.sum_insert`.

The first attempt, which Lean rejects:

```lean
import Mathlib

open Finset

namespace TruncatedThirdOrder

noncomputable section

variable {ι : Type*}

/-- First-order amplitude of state `k` in the perturbed state that grows out of `g`. -/
def amp (E : ι → ℝ) (V : Matrix ι ι ℝ) (g k : ι) : ℝ :=
  V k g / (E g - E k)

/-- Third-order energy of state `g` for a real symmetric perturbation, summed over the
excited states in `s`. -/
def thirdOrder (E : ι → ℝ) (V : Matrix ι ι ℝ) (g : ι) (s : Finset ι) : ℝ :=
  (∑ j ∈ s, ∑ k ∈ s, amp E V g j * V j k * amp E V g k)
    - V g g * ∑ k ∈ s, (amp E V g k) ^ 2

/-- Levels of the model: a ground state and three excited states at unit gap. -/
def modelE : Fin 4 → ℝ := ![0, 1, 1, 1]

/-- Perturbation of the model, with state 0 as the ground state. -/
def modelV : Matrix (Fin 4) (Fin 4) ℝ :=
  !![0, 1, 1, 1; 1, 1, -1, 0; 1, -1, 0, 0; 1, 0, 0, 1]

/-- The third-order energies of the model over the first one, two and three excited states
are 1, -1 and 0. -/
theorem model_values :
    thirdOrder modelE modelV 0 {1} = 1 ∧
    thirdOrder modelE modelV 0 {1, 2} = -1 ∧
    thirdOrder modelE modelV 0 {1, 2, 3} = 0 := by
  refine ⟨?_, ?_, ?_⟩ <;>
    norm_num [thirdOrder, amp, modelE, modelV, Finset.sum_insert]

end

end TruncatedThirdOrder
```

Compiling this gives:

```
Main.lean:33:48: error: unsolved goals
case refine_2
⊢ ∑ x ∈ {1, 2},
      ∑ x_1 ∈ {1, 2},
        Matrix.vecCons 0 (fun i => Matrix.vecCons 1 (fun i => Matrix.vecCons 1 (fun i => 1) i) i) x / -![0, 1, 1, 1] x *
            Matrix.vecCons (![0, 1, 1, 1] x_1)
              (fun i =>
                Matrix.vecCons (![1, 1, -1, 0] x_1)
                  (fun i => Matrix.vecCons (![1, -1, 0, 0] x_1) (fun i => ![1, 0, 0, 1] x_1) i) i)
              x *
          (Matrix.vecCons 0 (fun i => Matrix.vecCons 1 (fun i => Matrix.vecCons 1 (fun i => 1) i) i) x_1 /
            -![0, 1, 1, 1] x_1) =
    -1

case refine_3
⊢ ∑ x ∈ {1, 2, 3},
      ∑ x_1 ∈ {1, 2, 3},
        Matrix.vecCons 0 (fun i => Matrix.vecCons 1 (fun i => Matrix.vecCons 1 (fun i => 1) i) i) x / -![0, 1, 1, 1] x *
            Matrix.vecCons (![0, 1, 1, 1] x_1)
              (fun i =>
                Matrix.vecCons (![1, 1, -1, 0] x_1)
                  (fun i => Matrix.vecCons (![1, -1, 0, 0] x_1) (fun i => ![1, 0, 0, 1] x_1) i) i)
              x *
          (Matrix.vecCons 0 (fun i => Matrix.vecCons 1 (fun i => Matrix.vecCons 1 (fun i => 1) i) i) x_1 /
            -![0, 1, 1, 1] x_1) =
    0
```

What went wrong. The error reports two goals left open, the sums over `{1, 2}` and `{1, 2, 3}`; the one-state case was proved. In both, the sums still stand unexpanded. `Finset.sum_insert` splits off a term only once it is proved that the inserted element is not already in the rest of the set, here for instance that `1 ∉ {2}` in `Fin 4`. `norm_num` did not settle that condition, so the lemma was never applied. The levels and matrix elements were then left at the bound variables `x` and `x_1`, where they have no definite value to compute.

The repair proves the expansions first, as `s2` and `s3`, and has `decide` check that the indices are distinct. The facts `e0` to `v33` give the levels and matrix elements at definite indices, each by `rfl`. `simp only` puts all these into the goals, and `norm_num` has only arithmetic left. The new proof of the one-state case is mere tidying, since the old one worked.

As a diff, the version that Lean accepts:

```diff
@@ -32,6 +32,38 @@
     thirdOrder modelE modelV 0 {1, 2} = -1 ∧
     thirdOrder modelE modelV 0 {1, 2, 3} = 0 := by
-  refine ⟨?_, ?_, ?_⟩ <;>
-    norm_num [thirdOrder, amp, modelE, modelV, Finset.sum_insert]
+  -- write the sums over two and three states out term by term
+  have s2 : ∀ f : Fin 4 → ℝ, ∑ k ∈ ({1, 2} : Finset (Fin 4)), f k = f 1 + f 2 :=
+    fun f => Finset.sum_pair (show (1 : Fin 4) ≠ 2 by decide)
+  have s3 : ∀ f : Fin 4 → ℝ,
+      ∑ k ∈ ({1, 2, 3} : Finset (Fin 4)), f k = f 1 + (f 2 + f 3) := by
+    intro f
+    rw [Finset.sum_insert (show (1 : Fin 4) ∉ ({2, 3} : Finset (Fin 4)) by decide),
+      Finset.sum_pair (show (2 : Fin 4) ≠ 3 by decide)]
+  -- read off the levels and the matrix elements
+  have e0 : modelE 0 = 0 := rfl
+  have e1 : modelE 1 = 1 := rfl
+  have e2 : modelE 2 = 1 := rfl
+  have e3 : modelE 3 = 1 := rfl
+  have v00 : modelV 0 0 = 0 := rfl
+  have v10 : modelV 1 0 = 1 := rfl
+  have v20 : modelV 2 0 = 1 := rfl
+  have v30 : modelV 3 0 = 1 := rfl
+  have v11 : modelV 1 1 = 1 := rfl
+  have v12 : modelV 1 2 = -1 := rfl
+  have v13 : modelV 1 3 = 0 := rfl
+  have v21 : modelV 2 1 = -1 := rfl
+  have v22 : modelV 2 2 = 0 := rfl
+  have v23 : modelV 2 3 = 0 := rfl
+  have v31 : modelV 3 1 = 0 := rfl
+  have v32 : modelV 3 2 = 0 := rfl
+  have v33 : modelV 3 3 = 1 := rfl
+  refine ⟨?_, ?_, ?_⟩
+  · simp only [thirdOrder, Finset.sum_singleton, amp, e0, e1, v00, v10, v11]
+    norm_num
+  · simp only [thirdOrder, s2, amp, e0, e1, e2, v00, v10, v20, v11, v12, v21, v22]
+    norm_num
+  · simp only [thirdOrder, s3, amp, e0, e1, e2, e3, v00, v10, v20, v30,
+      v11, v12, v13, v21, v22, v23, v31, v32, v33]
+    norm_num
 
 end
```
